# On a one-dimensional periodic grid, a neutral charge has the same dipole for every choice of unit cell only if it is zero everywhere

## Why does the dipole of my neutral cell depend on where the cell starts?

I have the charge of a crystal along one axis, nuclei included, on a periodic grid built from diffraction data. To get the dipole of the unit cell I multiply each charge by its position in the cell and add up. As a test I took four grid points with charges \(1,-1,0,0\). The cell that starts at the first point has dipole \(-1\), and the cell that starts at the second has dipole \(+3\). Both are neutral, and I learned that the dipole of a neutral system doesn't depend on the origin. Have I made an error, or is there some class of neutral crystals for which the cell dipole is well defined?

## Each step of the cell carries one charge across a full period

Your numbers are right, and the only neutral charge on the grid whose dipole is the same for every cell is the one that vanishes at every grid point. For any charge \(r\) on a periodic grid of \(N\ge 1\) points, with total charge \(Q\) per period, moving the start of the cell from \(c\) to \(c+1\) changes the dipole \(D\) by

\[
D(c+1)-D(c)=N\,r(c)-Q .
\]

Here the grid points are labelled by the integers modulo \(N\), lengths are measured in grid spacings, \(r(c)\) is the charge at point \(c\), and

\[
Q=\sum_{x} r(x),\qquad D(c)=\sum_{x=0}^{N-1}x\,r(x+c).
\]

The rule you learned accounts for the term \(-Q\). If the same charges are measured from an origin one spacing further along, every position drops by one and the dipole drops by \(Q\), which is zero for a neutral system. But moving the cell also changes which charges it contains. The charge \(r(c)\) leaves at the left end and its periodic image enters at the right end, \(N\) spacings away. That gives the term \(N\,r(c)\), and neutrality doesn't remove it. In your example \(N=4\), \(r(0)=1\) and \(Q=0\), so the first step changes the dipole by \(4\), from \(-1\) to \(3\).

For simulation practice this means that, in this one-dimensional grid model, the dipole summed over one unit cell describes the crystal together with the choice of that cell. It can't serve as a bulk property by itself.

## From the one-step law to the signs of the dipoles

**Charge in a cell.** As \(x\) runs through \(0,\dots,N-1\), the point \(x+c\) visits every grid point once. Hence

\[
\sum_{x=0}^{N-1} r(x+c)=Q\quad\text{for every } c .
\]

**One step.** Take the sum over \(N+1\) sites

\[
S=\sum_{y=0}^{N} y\,r(y+c)
\]

and split it in two ways. Splitting off the last term and using \(r(N+c)=r(c)\) gives

\[
S=D(c)+N\,r(c).
\]

The first term is zero, so splitting it off and writing \(y=x+1\) gives

\[
S=\sum_{x=0}^{N-1}(x+1)\,r(x+c+1)=D(c+1)+Q,
\]

where the last equality uses the charge of the cell that starts at \(c+1\). Equating the two expressions gives the one-step law.

**Many steps.** Adding the one-step law at \(c,\,c+1,\dots,c+m-1\) gives

\[
D(c+m)-D(c)=N\sum_{j=0}^{m-1}r(c+j)-mQ .
\]

For \(m=N\) the right-hand side is \(NQ-NQ=0\), as it must be, because the cell has returned to its starting point.

**Cell independence.** If all cells have the same dipole, the left-hand side of the one-step law is zero, so \(r(c)=Q/N\) for every \(c\). Conversely, if \(r\) has the constant value \(Q/N\), then \(D(c)=(Q/N)\sum_{x=0}^{N-1} x\), which doesn't contain \(c\). The dipole is therefore cell-independent exactly when the charge is uniform. With \(Q=0\) the uniform value is zero.

**Both signs occur.** Add the dipoles of all \(N\) cells and exchange the sums:

\[
\sum_c D(c)=\sum_{x=0}^{N-1}x\sum_c r(x+c)=Q\sum_{x=0}^{N-1}x=Q\,\frac{N(N-1)}{2}.
\]

For a neutral crystal this is zero. If no dipole were negative, a vanishing sum would force all of them to vanish. They would then be cell-independent, and \(r\) would be zero everywhere. The same argument applies if no dipole is positive. So a neutral crystal with a nonzero charge somewhere has a cell with negative dipole and a cell with positive dipole. In your example the four dipoles are \(-1,3,-1,-1\).

**Integer charges.** Suppose that \(r(x)=e\,z(x)\) with integers \(z(x)\) and a fixed unit \(e\), and that \(Q=0\). Let \(m\) be the number of steps from \(c\) to \(c'\), with \(0\le m<N\). Then

\[
D(c')-D(c)=N e\sum_{j=0}^{m-1}z(c+j),
\]

an integer multiple of \(Ne\), which is one unit charge moved by one period. If \(e\) is the elementary charge, dividing \(Ne\) by the length \(N\) of the cell gives the one-dimensional polarization quantum \(e\).

## Examples without neutrality or without integer charges

Take \(N=2\) and list the charges as \((r(0),r(1))\).

- The charge \((1,1)\) has \(D(0)=D(1)=1\). It is not neutral, and it shows that a cell-independent dipole alone doesn't force the charge to vanish. It also shows that a nonzero charge alone doesn't force both signs to occur.
- The charge \((0,0)\) is neutral and all its dipoles are zero, so neutrality alone doesn't produce both signs either.
- The charge \((1,0)\) consists of integer multiples of \(e=1\) but is not neutral. Its dipoles are \(D(0)=0\) and \(D(1)=1\), and the difference \(1\) is not a multiple of \(Ne=2\).
- The charge \((\tfrac12,-\tfrac12)\) is neutral but not made of integer multiples of \(e=1\). Its dipoles are \(-\tfrac12\) and \(\tfrac12\), and they again differ by \(1\).

## The periodic charge and the non-periodic position in Lean

The grid is `ZMod N`, the integers modulo \(N\), and `[NeZero N]` says that \(N\ge1\). A charge is any function `r : ZMod N → ℝ`. It holds the charge belonging to each grid point, so a sampled density has to be multiplied by the grid spacing first. `totalCharge r` is \(Q\), and `dipole r c` is \(D(c)\).

In the definition of `dipole` the number `x` appears in two roles. The weight `(x : ℝ)` is an ordinary real position between \(0\) and \(N-1\), while `(x : ZMod N) + c` is a point on the periodic grid. The charge is periodic and the position is not, and this is where the dependence on the cell enters. The definition also fixes a convention: positions are measured from the start of the cell. For a neutral crystal a common shift of all positions within a cell leaves its dipole unchanged, but for a charged one it matters.

The theorems say the following.

- `dipole_step` is the one-step law, for every `r` and `c`, neutral or not.
- `dipole_shift` is the law for `m` steps, where `m` is any natural number and may exceed \(N\).
- `dipole_cell_independent_iff_uniform` says that all pairs of cells have equal dipoles if and only if `r c = totalCharge r / N` at every point.
- `neutral_dipole_cell_independent_iff` adds the hypothesis `hQ : totalCharge r = 0` and concludes `r = 0`, which means zero at every grid point.
- `sum_dipole` and `neutral_dipole_takes_both_signs` give the sum over all cells and the two signs.
- `neutral_dipole_quantum` takes the unit `e`, the integers `z` and the hypothesis `hr` that each charge is `e * z x`. This hypothesis stands for charges that come in whole units, such as point ions placed on grid points. A smooth electron density sampled on a grid doesn't normally satisfy it.

The model is one-dimensional and discrete, and its cells are runs of \(N\) consecutive grid points. If \(r\) comes from a three-dimensional grid by adding up the charge in each plane across the axis, the criterion speaks about these plane sums: they must vanish, while the charge within a plane need not. Continuous densities and the quantum-mechanical definition of polarization lie beyond these statements.

```lean
import Mathlib

open Finset

namespace CellDipole

noncomputable section

variable {N : ℕ} [NeZero N]

/-- The total charge of one period of the crystal. -/
def totalCharge (r : ZMod N → ℝ) : ℝ := ∑ x, r x

/-- The dipole of the unit cell that starts at grid point `c`, with positions
`0, …, N - 1` measured from the start of the cell. -/
def dipole (r : ZMod N → ℝ) (c : ZMod N) : ℝ :=
  ∑ x ∈ range N, (x : ℝ) * r ((x : ZMod N) + c)

/-- Every choice of unit cell contains the same total charge. -/
theorem cell_charge (r : ZMod N → ℝ) (c : ZMod N) :
    ∑ x ∈ range N, r ((x : ZMod N) + c) = totalCharge r := by
  -- the positions in the cell run once through the periodic grid
  have h : ∑ x ∈ range N, r ((x : ZMod N) + c) = ∑ z : ZMod N, r (z + c) := by
    refine Finset.sum_nbij' (fun x : ℕ => (x : ZMod N)) (fun z => z.val) ?_ ?_ ?_ ?_ ?_
    · intro x _
      exact Finset.mem_univ _
    · intro z _
      exact Finset.mem_range.mpr (ZMod.val_lt z)
    · intro x hx
      exact ZMod.val_natCast_of_lt (Finset.mem_range.mp hx)
    · intro z _
      exact ZMod.natCast_zmod_val z
    · intro x _
      rfl
  rw [h]
  exact Equiv.sum_comp (Equiv.addRight c) r

/-- Moving the cell by one grid point changes its dipole by `N` times the charge
at the point left behind, minus the total charge. -/
theorem dipole_step (r : ZMod N → ℝ) (c : ZMod N) :
    dipole r (c + 1) - dipole r c = N * r c - totalCharge r := by
  -- split a sum over `N + 1` sites at its last and at its first term
  have h1 := Finset.sum_range_succ (fun y : ℕ => (y : ℝ) * r ((y : ZMod N) + c)) N
  have h2 := Finset.sum_range_succ' (fun y : ℕ => (y : ℝ) * r ((y : ZMod N) + c)) N
  have h3 : ∑ x ∈ range N, ((x + 1 : ℕ) : ℝ) * r (((x + 1 : ℕ) : ZMod N) + c)
      = dipole r (c + 1) + totalCharge r := by
    rw [← cell_charge r (c + 1), dipole, ← Finset.sum_add_distrib]
    refine Finset.sum_congr rfl fun x _ => ?_
    have e : ((x + 1 : ℕ) : ZMod N) + c = (x : ZMod N) + (c + 1) := by
      push_cast
      ring
    rw [e]
    push_cast
    ring
  have h4 : (N : ZMod N) + c = c := by simp
  have h5 : ∑ x ∈ range N, (x : ℝ) * r ((x : ZMod N) + c) = dipole r c := rfl
  simp only [h4, h5] at h1
  simp only [h3, Nat.cast_zero, zero_mul, add_zero] at h2
  linarith

/-- Moving the cell by `m` grid points changes its dipole by `N` times the charge
passed over, minus `m` times the total charge. -/
theorem dipole_shift (r : ZMod N → ℝ) (c : ZMod N) (m : ℕ) :
    dipole r (c + m) - dipole r c
      = N * ∑ j ∈ range m, r (c + j) - m * totalCharge r := by
  induction m with
  | zero => simp
  | succ m ih =>
    have hs := dipole_step r (c + m)
    have e : c + ((m + 1 : ℕ) : ZMod N) = c + m + 1 := by
      push_cast
      ring
    rw [e, Finset.sum_range_succ]
    push_cast
    linear_combination ih + hs

/-- The dipole is the same for all choices of cell exactly when the charge is
spread uniformly over the grid. -/
theorem dipole_cell_independent_iff_uniform (r : ZMod N → ℝ) :
    (∀ c c', dipole r c = dipole r c') ↔ ∀ c, r c = totalCharge r / N := by
  have hN : (N : ℝ) ≠ 0 := Nat.cast_ne_zero.mpr (NeZero.ne N)
  constructor
  · intro h c
    have hs := dipole_step r c
    rw [h (c + 1) c] at hs
    rw [eq_div_iff hN]
    linarith
  · intro h c c'
    simp only [dipole, h]

/-- A neutral crystal has a cell-independent dipole exactly when its charge
vanishes at every grid point. -/
theorem neutral_dipole_cell_independent_iff (r : ZMod N → ℝ) (hQ : totalCharge r = 0) :
    (∀ c c', dipole r c = dipole r c') ↔ r = 0 := by
  rw [dipole_cell_independent_iff_uniform, hQ]
  simp [funext_iff]

/-- The dipoles of all `N` choices of cell add up to the total charge times
`N (N - 1) / 2`. -/
theorem sum_dipole (r : ZMod N → ℝ) :
    ∑ c, dipole r c = totalCharge r * ((N : ℝ) * (N - 1) / 2) := by
  have hx : ∀ n : ℕ, ∑ x ∈ range n, (x : ℝ) = (n : ℝ) * (n - 1) / 2 := by
    intro n
    induction n with
    | zero => simp
    | succ n ih =>
      rw [Finset.sum_range_succ, ih]
      push_cast
      ring
  -- at a fixed position in the cell, the sum over cells collects all the charge
  have hc : ∀ a : ZMod N, ∑ c, r (a + c) = totalCharge r := fun a =>
    Equiv.sum_comp (Equiv.addLeft a) r
  unfold dipole
  rw [Finset.sum_comm]
  simp only [← Finset.mul_sum, hc]
  rw [← Finset.sum_mul, hx]
  ring

/-- In a neutral crystal whose charge is not identically zero, one choice of cell
has a negative dipole and another has a positive dipole. -/
theorem neutral_dipole_takes_both_signs (r : ZMod N → ℝ) (hQ : totalCharge r = 0)
    (hr : r ≠ 0) : (∃ c, dipole r c < 0) ∧ ∃ c, 0 < dipole r c := by
  have hsum : ∑ c, dipole r c = 0 := by rw [sum_dipole, hQ, zero_mul]
  -- if all dipoles vanished, they would be cell-independent
  have hne : ¬ ∀ c, dipole r c = 0 := fun h =>
    hr ((neutral_dipole_cell_independent_iff r hQ).mp fun c c' => by rw [h c, h c'])
  constructor
  · by_contra hcon
    push Not at hcon
    exact hne fun c =>
      (Finset.sum_eq_zero_iff_of_nonneg fun i _ => hcon i).mp hsum c (Finset.mem_univ c)
  · by_contra hcon
    push Not at hcon
    exact hne fun c =>
      (Finset.sum_eq_zero_iff_of_nonpos fun i _ => hcon i).mp hsum c (Finset.mem_univ c)

/-- In a neutral crystal whose charges are integer multiples of a unit `e`, the
dipoles of any two cells differ by an integer multiple of `N e`. -/
theorem neutral_dipole_quantum (r : ZMod N → ℝ) (hQ : totalCharge r = 0)
    (e : ℝ) (z : ZMod N → ℤ) (hr : ∀ x, r x = e * z x) (c c' : ZMod N) :
    ∃ k : ℤ, dipole r c' - dipole r c = k * (N * e) := by
  have h := dipole_shift r c (c' - c).val
  rw [ZMod.natCast_zmod_val, add_sub_cancel, hQ] at h
  -- the integer counts the unit charges passed over on the way from `c` to `c'`
  refine ⟨∑ j ∈ range (c' - c).val, z (c + j), ?_⟩
  rw [h]
  push_cast
  simp only [hr, ← Finset.mul_sum]
  ring

end

end CellDipole
```

```lean
#print axioms CellDipole.neutral_dipole_cell_independent_iff
-- 'CellDipole.neutral_dipole_cell_independent_iff' depends on axioms: [propext, Classical.choice, Quot.sound]
#print axioms CellDipole.neutral_dipole_takes_both_signs
-- 'CellDipole.neutral_dipole_takes_both_signs' depends on axioms: [propext, Classical.choice, Quot.sound]
#print axioms CellDipole.neutral_dipole_quantum
-- 'CellDipole.neutral_dipole_quantum' depends on axioms: [propext, Classical.choice, Quot.sound]
```

## Two ways to split one sum, and what follows from them

`cell_charge` matches the positions \(0,\dots,N-1\) with the grid points. `Finset.sum_nbij'` takes the two maps, from a number to its class modulo \(N\) and back by `val`, and checks that they are inverse to each other. `Equiv.sum_comp` then removes the shift by `c`.

`dipole_step` follows the derivation with the sum \(S\). `h1` splits off its last term and `h2` its first. `h3` identifies the remaining sum in `h2` as \(D(c+1)+Q\), with `cell_charge` supplying the \(Q\). `h4` is the periodicity \(N+c=c\) on the grid, which turns the last term in `h1` into \(N\,r(c)\). After these replacements `h1` and `h2` are two expressions for the same \(S\), and `linarith` equates them.

`dipole_shift` is an induction on `m`. The new step `hs` is the one-step law at `c + m`, and `linear_combination ih + hs` adds it to the law for `m` steps.

In `dipole_cell_independent_iff_uniform`, the forward direction rewrites `dipole r (c + 1)` as `dipole r c` in the one-step law, which leaves \(0=N\,r(c)-Q\). Division by \(N\) is allowed by `hN`. For the converse, `simp only [dipole, h]` puts the constant value into both dipoles, after which they are the same expression. The neutral criterion is this result with \(Q=0\) inserted.

`sum_dipole` exchanges the two sums with `Finset.sum_comm`. `hc` says that at a fixed position in the cell, summing over all cells collects the total charge, and `hx` is the formula for \(0+1+\dots+(n-1)\).

`neutral_dipole_takes_both_signs` first records that the dipoles sum to zero (`hsum`) and that they are not all zero (`hne`). Each half then assumes that the wanted sign never occurs. All dipoles have then one weak sign, and `Finset.sum_eq_zero_iff_of_nonneg` or `Finset.sum_eq_zero_iff_of_nonpos` makes each of them zero, against `hne`.

`neutral_dipole_quantum` applies `dipole_shift` with `(c' - c).val` steps, the number called \(m\) in the derivation. The integer it supplies is the sum of `z (c + j)` over the points passed, so it is the net number of unit charges, counted with their signs, that were carried from one end of the cell to the other.
